# Nonnegative absorption from the scattering path operator when t⁻¹ − G has no gain

Take one scattering channel. Let the complex number t ≠ 0 describe scattering at the site and g propagation back to it, and suppose m = 1/t − g is nonzero. The scattering path amplitude is T = 1/m, and

−Im T = Im m / |m|² = |T|² Im m.

Inversion reverses the sign of the imaginary part and multiplies it by a positive factor. If Im m ≥ 0, the absorption −Im T is nonnegative.

With many sites and angular-momentum channels, t and G are square complex matrices, M = t⁻¹ − G and T = M⁻¹. Write A* for the conjugate transpose and abs(A) = (A − A*)/(2i) for the absorptive part, and let P = abs(M). For invertible t and M,

T = t + tGT,

−abs(T) = T*PT,

and −abs(T) is positive semidefinite exactly when P is. Physically, P collects the losses, such as the escaping photoelectron and inelastic damping; P ≥ 0 says that no combination of channels has net gain.

## Where a XANES code uses the sign

A real-space multiple-scattering code for X-ray absorption near-edge structure (XANES) can obtain T by inverting M at each energy. In the simplest model, with a real potential and a real energy, the absorption is then proportional to −Im(d*Td) for a dipole source vector d. For a finite cluster in an independent-electron model, the identity gives a test: a clearly negative eigenvalue of −abs(T) means that P has a negative eigenvalue, possibly of much smaller size, or that the inversion or a sign convention is wrong.

A positive signal from each isolated site does not ensure P ≥ 0. Take t = −i·1 on two sites, so that −abs(t) = 1, and let G have zero diagonal and off-diagonal entries 2i. Then

P = [[1, −2], [−2, 1]],  T = (i/3) [[1, 2], [2, 1]].

P has the eigenvalue −1, and a source on the first site gives the signal −Im T₁₁ = −1/3. So invertible t and M do not ensure a nonnegative signal. This G is chosen as a mathematical counter-example with gain; it is not a free-electron propagator.

## From the scattering equation to the signal

If X = t + tGX, multiplying by t⁻¹ from the left gives t⁻¹X = 1 + GX, hence MX = 1 and X = T. Conversely, multiplying MT = 1 by t gives T − tGT = t. So T is the only solution. Start from T = T and replace the last T on the right by t + tGT, N times in all. This gives

T = Σₖ₌₀ᴺ⁻¹ (tG)ᵏ t + (tG)ᴺ T,

where the sum is empty for N = 0.

For the absorption, MT = 1 implies T*M* = 1. Therefore

T*(M − M*)T = T*(MT) − (T*M*)T = T* − T.

Division by 2i gives T*PT = −abs(T). For any vector v,

v*(−abs(T))v = (Tv)*P(Tv),

which is nonnegative if P ≥ 0. Starting from TM = 1 instead gives P = M*(−abs(T))M, and hence the converse.

Now let d be a dipole source vector and let the amplitudes c solve Mc = d, so that Td = c. Since c*M*c is the complex conjugate of c*Mc,

−Im(d*Td) = −Im(c*M*c) = Im(c*Mc) = c*Pc.

If P ≥ 0, write P = B*B. The signal is then ‖Bc‖² ≥ 0. If it vanishes, Bc = 0 and so Pc = 0; the converse is immediate.

## The Lean file

```lean
import Mathlib

open Matrix
open scoped ComplexOrder

namespace XanesAbsorption

noncomputable section

variable {n : Type*} [Fintype n] [DecidableEq n]

/-- The absorptive part `(A - A*) / (2i)` of a complex matrix. -/
def absorptivePart (A : Matrix n n ℂ) : Matrix n n ℂ :=
  (1 / (2 * Complex.I)) • (A - Aᴴ)

/-- The scattering path operator `T = (t⁻¹ - G)⁻¹` for single-site scattering `t` and
propagation `G`. -/
def pathOperator (t G : Matrix n n ℂ) : Matrix n n ℂ := (t⁻¹ - G)⁻¹

/-- The absorption signal `-Im (d* T d)` for a dipole source vector `d`. -/
def absorption (t G : Matrix n n ℂ) (d : n → ℂ) : ℝ :=
  -(star d ⬝ᵥ (pathOperator t G *ᵥ d)).im

/-- For invertible `t` and `t⁻¹ - G`, the scattering path operator is the one and only solution of
the multiple-scattering equation `X = t + t G X`. -/
theorem scattering_equation_iff {t G : Matrix n n ℂ} (ht : IsUnit t.det)
    (hM : IsUnit (t⁻¹ - G).det) (X : Matrix n n ℂ) :
    X = t + t * G * X ↔ X = pathOperator t G := by
  constructor
  · intro hX
    -- multiply the equation by `t⁻¹` from the left
    have h1 : t⁻¹ * X = 1 + G * X := by
      calc t⁻¹ * X = t⁻¹ * (t + t * G * X) := by rw [← hX]
        _ = t⁻¹ * t + (t⁻¹ * t) * (G * X) := by simp only [mul_add, mul_assoc]
        _ = 1 + G * X := by rw [Matrix.nonsing_inv_mul t ht, one_mul]
    have h2 : (t⁻¹ - G) * X = 1 := by rw [sub_mul, h1, add_sub_cancel_right]
    exact (Matrix.inv_eq_right_inv h2).symm
  · intro hX
    have h : (t⁻¹ - G) * X = 1 := by
      rw [hX, pathOperator]
      exact Matrix.mul_nonsing_inv _ hM
    symm
    calc t + t * G * X = t * ((t⁻¹ - G) * X) + t * G * X := by rw [h, mul_one]
      _ = (t * t⁻¹) * X := by
        rw [sub_mul, mul_sub, ← mul_assoc, ← mul_assoc, sub_add_cancel]
      _ = X := by rw [Matrix.mul_nonsing_inv t ht, one_mul]

/-- For invertible `t` and `t⁻¹ - G`, the path operator is the sum of the scattering paths with
fewer than `N` propagations plus an exact remainder. -/
theorem scattering_series {t G : Matrix n n ℂ} (ht : IsUnit t.det)
    (hM : IsUnit (t⁻¹ - G).det) (N : ℕ) :
    pathOperator t G =
      ∑ k ∈ Finset.range N, (t * G) ^ k * t + (t * G) ^ N * pathOperator t G := by
  have h := (scattering_equation_iff ht hM (pathOperator t G)).mpr rfl
  induction N with
  | zero => simp
  | succ N ih =>
    -- insert the scattering equation into the remainder
    calc pathOperator t G
        = ∑ k ∈ Finset.range N, (t * G) ^ k * t + (t * G) ^ N * pathOperator t G := ih
      _ = ∑ k ∈ Finset.range N, (t * G) ^ k * t
            + (t * G) ^ N * (t + t * G * pathOperator t G) := by rw [← h]
      _ = _ := by
        rw [Finset.sum_range_succ, pow_succ]
        simp only [mul_add, mul_assoc, add_assoc]

/-- If `B` is the inverse of `A`, the absorptive part of `B` is, up to sign, that of `A`
sandwiched between `B*` and `B`. -/
theorem absorptivePart_inverse {A B : Matrix n n ℂ} (h : A * B = 1) :
    -absorptivePart B = Bᴴ * absorptivePart A * B := by
  have h' : Bᴴ * Aᴴ = 1 := by
    rw [← Matrix.conjTranspose_mul, h, Matrix.conjTranspose_one]
  have key : Bᴴ * (A - Aᴴ) * B = Bᴴ - B := by
    calc Bᴴ * (A - Aᴴ) * B = Bᴴ * (A * B) - (Bᴴ * Aᴴ) * B := by
          simp only [mul_sub, sub_mul, mul_assoc]
      _ = Bᴴ - B := by rw [h, h', mul_one, one_mul]
  rw [absorptivePart, absorptivePart, Matrix.mul_smul, Matrix.smul_mul, key, ← smul_neg,
    neg_sub]

/-- For invertible `t` and `M = t⁻¹ - G`, the path operator `T` obeys `T = t + t G T`, its
negative absorptive part is `T* P T` with `P` the absorptive part of `M`, and this is positive
semidefinite exactly when `P` is. -/
theorem pathOperator_absorption {t G : Matrix n n ℂ} (ht : IsUnit t.det)
    (hM : IsUnit (t⁻¹ - G).det) :
    pathOperator t G = t + t * G * pathOperator t G ∧
    -absorptivePart (pathOperator t G) =
      (pathOperator t G)ᴴ * absorptivePart (t⁻¹ - G) * pathOperator t G ∧
    ((-absorptivePart (pathOperator t G)).PosSemidef ↔
      (absorptivePart (t⁻¹ - G)).PosSemidef) := by
  have hMT : (t⁻¹ - G) * pathOperator t G = 1 := Matrix.mul_nonsing_inv _ hM
  have hTM : pathOperator t G * (t⁻¹ - G) = 1 := Matrix.nonsing_inv_mul _ hM
  refine ⟨(scattering_equation_iff ht hM _).mpr rfl, absorptivePart_inverse hMT, ?_, ?_⟩
  · intro hT
    -- exchange the roles of `M` and `T`
    have h := absorptivePart_inverse hTM
    have h2 : absorptivePart (t⁻¹ - G) =
        (t⁻¹ - G)ᴴ * (-absorptivePart (pathOperator t G)) * (t⁻¹ - G) := by
      rw [mul_neg, neg_mul, ← h, neg_neg]
    rw [h2]
    exact hT.conjTranspose_mul_mul_same _
  · intro hP
    rw [absorptivePart_inverse hMT]
    exact hP.conjTranspose_mul_mul_same _

omit [DecidableEq n] in
/-- For any vector `c`, the quadratic form `c* P c` of the absorptive part `P` of `A` is the
imaginary part of `c* A c`. -/
theorem expectation_absorptivePart (A : Matrix n n ℂ) (c : n → ℂ) :
    star c ⬝ᵥ (absorptivePart A *ᵥ c) = ((star c ⬝ᵥ (A *ᵥ c)).im : ℂ) := by
  have h : star c ⬝ᵥ (Aᴴ *ᵥ c) = star (star c ⬝ᵥ (A *ᵥ c)) := by
    rw [Matrix.dotProduct_mulVec, ← Matrix.star_mulVec]
    exact Matrix.star_dotProduct _ _
  have h2 (z : ℂ) : z - star z = ((2 * z.im : ℝ) : ℂ) * Complex.I := Complex.sub_conj z
  have hI := Complex.I_ne_zero
  rw [absorptivePart, Matrix.smul_mulVec, dotProduct_smul, Matrix.sub_mulVec,
    dotProduct_sub, h, h2, smul_eq_mul]
  push_cast
  field_simp

/-- If `t⁻¹ - G` is invertible and the amplitudes `c` solve `(t⁻¹ - G) c = d`, the absorption signal
of the source `d` is `c* P c`, with `P` the absorptive part of `t⁻¹ - G`. -/
theorem absorption_eq_expectation {t G : Matrix n n ℂ} (hM : IsUnit (t⁻¹ - G).det)
    {c d : n → ℂ} (hc : (t⁻¹ - G) *ᵥ c = d) :
    (absorption t G d : ℂ) = star c ⬝ᵥ (absorptivePart (t⁻¹ - G) *ᵥ c) := by
  subst hc
  have hT : pathOperator t G *ᵥ ((t⁻¹ - G) *ᵥ c) = c := by
    rw [Matrix.mulVec_mulVec, pathOperator, Matrix.nonsing_inv_mul _ hM, Matrix.one_mulVec]
  have aux (z : ℂ) : -(star z).im = z.im := by simp
  rw [expectation_absorptivePart, absorption, hT, Matrix.star_dotProduct, aux]

/-- Let `t⁻¹ - G` be invertible with positive semidefinite absorptive part `P`, and let `c` solve
`(t⁻¹ - G) c = d`. Then the absorption signal of `d` is nonnegative, and it vanishes exactly when `P
c = 0`. -/
theorem absorption_nonneg_and_eq_zero_iff {t G : Matrix n n ℂ}
    (hM : IsUnit (t⁻¹ - G).det) (hP : (absorptivePart (t⁻¹ - G)).PosSemidef)
    {c d : n → ℂ} (hc : (t⁻¹ - G) *ᵥ c = d) :
    0 ≤ absorption t G d ∧
      (absorption t G d = 0 ↔ absorptivePart (t⁻¹ - G) *ᵥ c = 0) := by
  have h := absorption_eq_expectation hM hc
  constructor
  · have h0 := hP.dotProduct_mulVec_nonneg c
    rw [← h] at h0
    exact_mod_cast h0
  · rw [← hP.dotProduct_mulVec_zero_iff c, ← h]
    exact Complex.ofReal_eq_zero.symm

/-- Single-site scattering matrix of two identical sites with one channel each. -/
def pairT : Matrix (Fin 2) (Fin 2) ℂ := !![-Complex.I, 0; 0, -Complex.I]

/-- Propagation with unit amplitude between the two sites. -/
def pairG : Matrix (Fin 2) (Fin 2) ℂ := !![0, 1; 1, 0]

/-- For the pair of coupled sites, `t` and `t⁻¹ - G` are invertible, the absorptive part of
`t⁻¹ - G` is the identity, and the path operator is given explicitly. -/
theorem pathOperator_absorption_witness :
    IsUnit pairT.det ∧ IsUnit (pairT⁻¹ - pairG).det ∧
    absorptivePart (pairT⁻¹ - pairG) = 1 ∧
    pathOperator pairT pairG =
      !![-Complex.I / 2, -1 / 2; -1 / 2, -Complex.I / 2] := by
  have hinv : pairT⁻¹ = !![Complex.I, 0; 0, Complex.I] := by
    apply Matrix.inv_eq_right_inv
    ext i j
    fin_cases i <;> fin_cases j <;> simp [pairT, Matrix.mul_apply, Fin.sum_univ_succ]
  have hM : pairT⁻¹ - pairG = !![Complex.I, -1; -1, Complex.I] := by
    rw [hinv]
    ext i j
    fin_cases i <;> fin_cases j <;> simp [pairG]
  refine ⟨?_, ?_, ?_, ?_⟩
  · simp [pairT, Matrix.det_fin_two_of]
  · rw [hM, isUnit_iff_ne_zero, Matrix.det_fin_two_of, Complex.I_mul_I]
    norm_num
  · rw [hM]
    ext i j
    fin_cases i <;> fin_cases j <;> simp [absorptivePart, Complex.ext_iff] <;> norm_num
  · rw [pathOperator, hM]
    apply Matrix.inv_eq_right_inv
    ext i j
    fin_cases i <;> fin_cases j <;>
      simp [Matrix.mul_apply, Fin.sum_univ_succ, Complex.ext_iff] <;> norm_num

end

end XanesAbsorption
```

```lean
#print axioms XanesAbsorption.scattering_series
-- 'XanesAbsorption.scattering_series' depends on axioms: [propext, Classical.choice, Quot.sound]
#print axioms XanesAbsorption.pathOperator_absorption
-- 'XanesAbsorption.pathOperator_absorption' depends on axioms: [propext, Classical.choice, Quot.sound]
#print axioms XanesAbsorption.absorption_nonneg_and_eq_zero_iff
-- 'XanesAbsorption.absorption_nonneg_and_eq_zero_iff' depends on axioms: [propext, Classical.choice, Quot.sound]
```

## How the theorems match the matrices in a code

The finite index type `n` labels the combined site and angular-momentum channels. `pathOperator t G` is T, `absorptivePart` is abs, and `absorption t G d` is the real number −Im(d*Td), without cross-section prefactors. `IsUnit t.det` and `IsUnit (t⁻¹ - G).det` express invertibility. The sign convention makes loss positive in −abs(T) and in P; a code with the opposite convention must translate first.

`pathOperator_absorption` states the scattering equation, the absorption identity and the equivalence of the two positivity conditions. Its first part comes from `scattering_equation_iff`, which follows the two multiplications above and uses `Matrix.inv_eq_right_inv` to pass from MX = 1 to X = T. `scattering_series` proves the finite expansion by induction, inserting the scattering equation into the remainder.

`absorptivePart_inverse` contains the sandwich calculation for any pair with AB = 1. The main theorem uses it for MT = 1 and again for TM = 1; `conjTranspose_mul_mul_same` supplies the step from P ≥ 0 to T*PT ≥ 0 and its counterpart for M.

`expectation_absorptivePart` proves c* abs(A) c = Im(c*Ac). `absorption_eq_expectation` substitutes d = Mc and cancels TM to reach c*Pc. `absorption_nonneg_and_eq_zero_iff` then assumes P ≥ 0 and obtains nonnegativity and the zero condition from Mathlib's lemmas on positive semidefinite matrices.

`pathOperator_absorption_witness` checks a coupled pair with t = −i·1 and unit propagation amplitude between the sites. There P = 1, and T has diagonal entries −i/2 and off-diagonal entries −1/2. The numbers are chosen for simple arithmetic, not computed for a real pair of atoms. The proof verifies the inverses entry by entry.

## Limits for a production calculation

Positivity of P is an assumption. The file does not derive it from a potential, phase shifts or a self-energy, so a code must establish it for its own t and G.

The results concern exact matrices at a single energy. They give no bound on rounding error or on the effect of truncating the cluster or the angular momentum. The series identity keeps its remainder: it does not assert convergence, and the positivity result applies to the full T, not to a truncated sum.

A channel with zero phase shift makes t singular. Codes that then work with (1 − tG)⁻¹t need a separate argument. The two signal theorems assume that M is invertible but do not ask this of t. They have their physical meaning only for invertible t, because Lean assigns a singular matrix the inverse zero.
